# A nonzero quadratic mass term makes the radial Berry flux integral of a massive Dirac model an integer

For nonzero real $m$ and $B$, the two-band Dirac model with mass term $m-Bk^2$ should satisfy

$$\int_0^\infty \frac{k\,(m+Bk^2)}{2\,\bigl(k^2+(m-Bk^2)^2\bigr)^{3/2}}\,dk=\frac{\operatorname{sign}m+\operatorname{sign}B}{2},$$

which is always $-1$, $0$ or $1$. The plain Dirac mass, with $B=0$, gives only $\tfrac12\operatorname{sign}m$. I know the picture of a unit vector wrapping a sphere, but I would like a rigorous version: the integrand derived from the Bloch vector, convergence proved, and the whole argument checked by machine. Can this be done in Lean?

## The flux is half the drop in a polar cosine

Yes. The Lean file below proves that the integrand is integrable, that the integral has this value, and that the value is an integer, for all nonzero $m$ and $B$.

Take the Bloch vector $d=(k_x,k_y,m-Bk^2)$ with $k^2=k_x^2+k_y^2$. Its tangent vectors are

$$\partial_x d=(1,0,-2Bk_x),\qquad \partial_y d=(0,1,-2Bk_y),$$

so $\partial_x d\times\partial_y d=(2Bk_x,2Bk_y,1)$ and

$$d\cdot(\partial_x d\times\partial_y d)=2Bk^2+m-Bk^2=m+Bk^2 .$$

The sign in front of $B$ needs care. Keeping only the third component of the cross product gives $m-Bk^2$; the in-plane components add the missing $2Bk^2$.

The flux density is this triple product divided by $2|d|^3$. For the Hamiltonian $H=d\cdot\sigma$, with $\sigma$ the Pauli matrices, this is the Berry curvature of one band, up to a sign set by the band and the convention. Multiplying by the radius $k$ from the polar area element gives the radial density

$$f(k)=\frac{k(m+Bk^2)}{2E^3},\qquad E=|d|=\sqrt{k^2+(m-Bk^2)^2}.$$

Since $m\neq0$, $E$ is positive everywhere: at $k=0$ it equals $|m|$, and elsewhere $k^2>0$.

Now let $M=m-Bk^2$ and let $c=M/E$ be the cosine of the polar angle of $d$. With $M'=-2Bk$ and $E'=(k+MM')/E$,

$$c'=\frac{M'E^2-M(k+MM')}{E^3}=\frac{M'k^2-Mk}{E^3}=-\frac{k(m+Bk^2)}{E^3}=-2f .$$

At the origin $c(0)=m/|m|=\operatorname{sign}m$. For large $k$, put $u=1/k$. Then

$$m-Bk^2=-k^2(B-mu^2),\qquad E_{m,B}(k)=k^2E_{B,m}(u),$$

and therefore $c_{m,B}(k)=-c_{B,m}(1/k)$. As $k\to\infty$ the right-hand side tends to $-c_{B,m}(0)=-\operatorname{sign}B$.

For convergence, let $a=|m|/|B|+1$. If $k>a$, then $k^2\ge k>|m|/|B|$, so $|B|k^2\ge|m|$ and $f$ does not change sign beyond $a$. Hence $\int_a^R|f|\,dk=\tfrac12|c(a)-c(R)|$, which stays bounded as $R\to\infty$. On $(0,a]$ continuity suffices. The fundamental theorem of calculus then gives

$$\int_0^\infty f\,dk=\frac{c(0)-c(\infty)}{2}=\frac{\operatorname{sign}m+\operatorname{sign}B}{2}.$$

Two signs of $\pm1$ add to an even number, so the result is an integer.

## What the Lean theorems say about the model

`dVec m B kx ky` is the Bloch vector, a triple of real numbers in units where the Dirac velocity is 1. `fluxDensity` is built from it with actual derivatives and the cross product, and `radius_mul_fluxDensity` states that $r$ times this density at $(r\cos\theta,r\sin\theta)$ equals `radialFlux m B r` for every angle. `energy` is $|d|$, so its cube is the $3/2$ power in the question, and `cosPolar` is $c$.

The main theorem, `integral_radialFlux`, assumes `m ≠ 0` and `B ≠ 0`. The first hypothesis stands for a gap at the Dirac point; the second for a quadratic term that fixes the direction of $d$ at large momentum. The conclusion has three parts: integrability on `Ioi 0`, which is $(0,\infty)$; the value; and an integer `n` equal to it. Integrability matters especially when the value is zero, because Lean also assigns zero to the integral of a non-integrable function.

Two consequences follow, under the same two hypotheses. `flux_ne_zero_iff` says that the integral is nonzero exactly when $mB>0$. `flux_mass_inversion` says that the integral for $m$ minus the one for $-m$ is $\operatorname{sign}m$, so a band inversion at fixed $B$ changes it by one unit.

The file works with the Bloch vector and the radial integral. It does not construct a Hamiltonian or its eigenstates, and it does not carry out the integral over the plane, which would contribute a factor $2\pi$ from the angle. The Chern number of a band is that planar integral divided by $2\pi$, so up to sign it equals the radial integral. For this non-interacting, isotropic continuum model at zero temperature, with the Fermi level in the gap, the integer is the Hall conductance in units of $e^2/h$, up to a sign convention.

```lean
import Mathlib

open Filter Topology MeasureTheory Set Matrix

namespace RegularisedDirac

noncomputable section

/-- The Bloch vector of the two-band Dirac model with mass term `m - B k²`. -/
def dVec (m B kx ky : ℝ) : Fin 3 → ℝ := ![kx, ky, m - B * (kx ^ 2 + ky ^ 2)]

/-- The Berry flux density `d · (∂ₓd × ∂ᵧd) / (2|d|³)` in the momentum plane. -/
def fluxDensity (m B kx ky : ℝ) : ℝ :=
  (dVec m B kx ky ⬝ᵥ crossProduct (deriv (fun x => dVec m B x ky) kx)
    (deriv (fun y => dVec m B kx y) ky)) /
    (2 * Real.sqrt (dVec m B kx ky ⬝ᵥ dVec m B kx ky) ^ 3)

/-- The length of the Bloch vector at distance `k` from the origin. -/
def energy (m B k : ℝ) : ℝ := Real.sqrt (k ^ 2 + (m - B * k ^ 2) ^ 2)

/-- The radial Berry flux density `k (m + B k²) / (2|d|³)`. -/
def radialFlux (m B k : ℝ) : ℝ := k * (m + B * k ^ 2) / (2 * energy m B k ^ 3)

/-- The cosine of the polar angle of the Bloch vector at radius `k`. -/
def cosPolar (m B k : ℝ) : ℝ := (m - B * k ^ 2) / energy m B k

/-- In polar coordinates, the flux density times the radius is the radial flux density,
whatever the angle. -/
theorem radius_mul_fluxDensity (m B r θ : ℝ) :
    r * fluxDensity m B (r * Real.cos θ) (r * Real.sin θ) = radialFlux m B r := by
  have key : ∀ kx ky : ℝ, fluxDensity m B kx ky = (m + B * (kx ^ 2 + ky ^ 2)) /
      (2 * Real.sqrt (kx ^ 2 + ky ^ 2 + (m - B * (kx ^ 2 + ky ^ 2)) ^ 2) ^ 3) := by
    intro kx ky
    -- the two tangent vectors of the Bloch surface
    have hx : HasDerivAt (fun x => dVec m B x ky) ![1, 0, -(2 * B * kx)] kx := by
      rw [hasDerivAt_pi]
      intro i
      fin_cases i
      · exact hasDerivAt_id' kx
      · exact hasDerivAt_const kx ky
      · exact (((((hasDerivAt_id' kx).fun_pow 2).add_const (ky ^ 2)).const_mul B).const_sub
          m).congr_deriv (by push_cast; simp; ring)
    have hy : HasDerivAt (fun y => dVec m B kx y) ![0, 1, -(2 * B * ky)] ky := by
      rw [hasDerivAt_pi]
      intro i
      fin_cases i
      · exact hasDerivAt_const ky kx
      · exact hasDerivAt_id' ky
      · exact (((((hasDerivAt_id' ky).fun_pow 2).const_add (kx ^ 2)).const_mul B).const_sub
          m).congr_deriv (by push_cast; simp; ring)
    have h1 : dVec m B kx ky ⬝ᵥ crossProduct ![1, 0, -(2 * B * kx)] ![0, 1, -(2 * B * ky)]
        = m + B * (kx ^ 2 + ky ^ 2) := by
      rw [cross_apply]
      simp [dVec, dotProduct, Fin.sum_univ_succ]
      ring
    have h2 : dVec m B kx ky ⬝ᵥ dVec m B kx ky
        = kx ^ 2 + ky ^ 2 + (m - B * (kx ^ 2 + ky ^ 2)) ^ 2 := by
      simp [dVec, dotProduct, Fin.sum_univ_succ]
      ring
    unfold fluxDensity
    rw [hx.deriv, hy.deriv, h1, h2]
  have hr : (r * Real.cos θ) ^ 2 + (r * Real.sin θ) ^ 2 = r ^ 2 := by
    linear_combination r ^ 2 * Real.sin_sq_add_cos_sq θ
  rw [key, hr, radialFlux, energy, mul_div_assoc]

/-- For nonzero mass the Bloch vector vanishes nowhere. -/
theorem energy_pos {m : ℝ} (hm : m ≠ 0) (B k : ℝ) : 0 < energy m B k := by
  apply Real.sqrt_pos.2
  rcases eq_or_ne k 0 with rfl | hk
  · have h : 0 < m ^ 2 := by positivity
    nlinarith
  · positivity

/-- For nonzero mass, the cosine of the polar angle changes with `k` at the rate of minus twice the
radial flux density. -/
theorem hasDerivAt_cosPolar {m : ℝ} (hm : m ≠ 0) (B k : ℝ) :
    HasDerivAt (cosPolar m B) (-(2 * radialFlux m B k)) k := by
  have hpos := energy_pos hm B k
  have hne : k ^ 2 + (m - B * k ^ 2) ^ 2 ≠ 0 := (Real.sqrt_pos.1 hpos).ne'
  have hsq : energy m B k ^ 2 = k ^ 2 + (m - B * k ^ 2) ^ 2 :=
    Real.sq_sqrt (by positivity)
  have hM : HasDerivAt (fun x : ℝ => m - B * x ^ 2) (-(2 * B * k)) k :=
    ((((hasDerivAt_id' k).fun_pow 2).const_mul B).const_sub m).congr_deriv
      (by push_cast; ring)
  have hE : HasDerivAt (energy m B)
      ((k + (m - B * k ^ 2) * (-(2 * B * k))) / energy m B k) k :=
    ((((hasDerivAt_id' k).fun_pow 2).fun_add (hM.fun_pow 2)).sqrt hne).congr_deriv
      (by unfold energy; push_cast; ring)
  refine (hM.fun_div hE hpos.ne').congr_deriv ?_
  -- put everything over |d|³ and use |d|² = k² + (m - B k²)²
  have h : ∀ a b c e : ℝ, e ≠ 0 → (a * e - b * (c / e)) / e ^ 2
      = (a * e ^ 2 - b * c) / e ^ 3 := by
    intro a b c e he
    field_simp
  rw [h _ _ _ _ hpos.ne', hsq, radialFlux]
  ring

/-- At the origin the cosine of the polar angle is the sign of the mass. -/
theorem cosPolar_zero (m B : ℝ) : cosPolar m B 0 = Real.sign m := by
  have h : cosPolar m B 0 = m / |m| := by
    simp [cosPolar, energy, Real.sqrt_sq_eq_abs]
  rw [h]
  rcases lt_trichotomy m 0 with hm | rfl | hm
  · rw [abs_of_neg hm, Real.sign_of_neg hm, div_neg, div_self hm.ne]
  · simp
  · rw [abs_of_pos hm, Real.sign_of_pos hm, div_self hm.ne']

/-- Inverting the radius exchanges `m` and `B` and reverses the cosine of the polar angle. -/
theorem cosPolar_dual (m B : ℝ) {k u : ℝ} (hku : k * u = 1) :
    cosPolar m B k = -cosPolar B m u := by
  have hk : k ≠ 0 := left_ne_zero_of_mul_eq_one hku
  have h2 : m - B * k ^ 2 = k ^ 2 * (-(B - m * u ^ 2)) := by
    linear_combination (-(m * (1 + k * u))) * hku
  have h3 : k ^ 2 + (m - B * k ^ 2) ^ 2
      = (k ^ 2) ^ 2 * (u ^ 2 + (B - m * u ^ 2) ^ 2) := by
    rw [h2]
    linear_combination (-(k ^ 2 * (1 + k * u))) * hku
  have hE : energy m B k = k ^ 2 * energy B m u := by
    unfold energy
    rw [h3, Real.sqrt_mul (sq_nonneg _), Real.sqrt_sq (sq_nonneg k)]
  unfold cosPolar
  rw [hE, h2, mul_div_mul_left _ _ (pow_ne_zero 2 hk), neg_div]

/-- At large momentum the cosine of the polar angle tends to minus the sign of `B`. -/
theorem tendsto_cosPolar (m : ℝ) {B : ℝ} (hB : B ≠ 0) :
    Tendsto (cosPolar m B) atTop (𝓝 (-Real.sign B)) := by
  have h0 := (hasDerivAt_cosPolar hB m 0).continuousAt.tendsto
  rw [cosPolar_zero] at h0
  refine (h0.comp tendsto_inv_atTop_zero).neg.congr' ?_
  filter_upwards [eventually_gt_atTop (0 : ℝ)] with k hk
  exact (cosPolar_dual m B (mul_inv_cancel₀ hk.ne')).symm

/-- For nonzero `m` and `B` the radial Berry flux density is integrable, its integral is
`(sign m + sign B) / 2`, and this number is an integer. -/
theorem integral_radialFlux {m B : ℝ} (hm : m ≠ 0) (hB : B ≠ 0) :
    IntegrableOn (radialFlux m B) (Ioi 0) ∧
    ∫ k in Ioi 0, radialFlux m B k = (Real.sign m + Real.sign B) / 2 ∧
    ∃ n : ℤ, (Real.sign m + Real.sign B) / 2 = n := by
  have hd : ∀ k, HasDerivAt (fun x => -cosPolar m B x / 2) (radialFlux m B k) k := fun k =>
    ((hasDerivAt_cosPolar hm B k).fun_neg.div_const 2).congr_deriv (by ring)
  have hl : Tendsto (fun x => -cosPolar m B x / 2) atTop (𝓝 (- -Real.sign B / 2)) :=
    (tendsto_cosPolar m hB).neg.div_const 2
  have hcont : Continuous (radialFlux m B) := by
    have hE : Continuous (energy m B) :=
      Real.continuous_sqrt.comp (by fun_prop : Continuous fun k : ℝ =>
        k ^ 2 + (m - B * k ^ 2) ^ 2)
    exact Continuous.div (by fun_prop) (continuous_const.mul (hE.pow 3))
      (fun k => by have := energy_pos hm B k; positivity)
  -- beyond the radius a the quadratic term fixes the sign of the density
  obtain ⟨a, ha⟩ : ∃ a, a = |m| / |B| + 1 := ⟨_, rfl⟩
  have hq : 0 ≤ |m| / |B| := by positivity
  have ha0 : 0 ≤ a := by linarith
  have hbig : ∀ k ∈ Ioi a, 0 < k ∧ |m| ≤ |B| * k ^ 2 := by
    intro k hk
    have hk' : a < k := hk
    have h1 : |m| / |B| ≤ k ^ 2 := by nlinarith
    have h2 := (div_le_iff₀ (abs_pos.2 hB)).1 h1
    exact ⟨by linarith, by linarith⟩
  have htail : IntegrableOn (radialFlux m B) (Ioi a) := by
    rcases lt_or_gt_of_ne hB with hneg | hpos
    · refine integrableOn_Ioi_deriv_of_nonpos' (fun k _ => hd k) (fun k hk => ?_) hl
      obtain ⟨hk0, h⟩ := hbig k hk
      rw [abs_of_neg hneg] at h
      have hE := energy_pos hm B k
      exact div_nonpos_of_nonpos_of_nonneg
        (mul_nonpos_of_nonneg_of_nonpos hk0.le (by linarith [le_abs_self m])) (by positivity)
    · refine integrableOn_Ioi_deriv_of_nonneg' (fun k _ => hd k) (fun k hk => ?_) hl
      obtain ⟨hk0, h⟩ := hbig k hk
      rw [abs_of_pos hpos] at h
      have hE := energy_pos hm B k
      exact div_nonneg (mul_nonneg hk0.le (by linarith [neg_abs_le m])) (by positivity)
  have hint : IntegrableOn (radialFlux m B) (Ioi 0) := by
    rw [← Ioc_union_Ioi_eq_Ioi ha0]
    exact hcont.integrableOn_Ioc.union htail
  refine ⟨hint, ?_, ?_⟩
  · rw [integral_Ioi_of_hasDerivAt_of_tendsto' (fun k _ => hd k) hint hl, cosPolar_zero]
    ring
  · rcases lt_or_gt_of_ne hm with h | h <;> rcases lt_or_gt_of_ne hB with h' | h'
    · exact ⟨-1, by rw [Real.sign_of_neg h, Real.sign_of_neg h']; norm_num⟩
    · exact ⟨0, by rw [Real.sign_of_neg h, Real.sign_of_pos h']; norm_num⟩
    · exact ⟨0, by rw [Real.sign_of_pos h, Real.sign_of_neg h']; norm_num⟩
    · exact ⟨1, by rw [Real.sign_of_pos h, Real.sign_of_pos h']; norm_num⟩

/-- For nonzero `m` and `B`, the integrated flux is nonzero exactly when they have the same sign. -/
theorem flux_ne_zero_iff {m B : ℝ} (hm : m ≠ 0) (hB : B ≠ 0) :
    ∫ k in Ioi 0, radialFlux m B k ≠ 0 ↔ 0 < m * B := by
  rw [(integral_radialFlux hm hB).2.1]
  rcases lt_or_gt_of_ne hm with h | h <;> rcases lt_or_gt_of_ne hB with h' | h'
  · rw [Real.sign_of_neg h, Real.sign_of_neg h']
    exact ⟨fun _ => mul_pos_of_neg_of_neg h h', fun _ => by norm_num⟩
  · rw [Real.sign_of_neg h, Real.sign_of_pos h']
    exact ⟨fun H => absurd (by norm_num) H, fun H => by nlinarith⟩
  · rw [Real.sign_of_pos h, Real.sign_of_neg h']
    exact ⟨fun H => absurd (by norm_num) H, fun H => by nlinarith⟩
  · rw [Real.sign_of_pos h, Real.sign_of_pos h']
    exact ⟨fun _ => mul_pos h h', fun _ => by norm_num⟩

/-- At fixed `B`, the integrated fluxes for masses `m` and `-m` differ by the sign of `m`. -/
theorem flux_mass_inversion {m B : ℝ} (hm : m ≠ 0) (hB : B ≠ 0) :
    (∫ k in Ioi 0, radialFlux m B k) - ∫ k in Ioi 0, radialFlux (-m) B k = Real.sign m := by
  have hs : Real.sign (-m) = -Real.sign m := by
    rcases lt_or_gt_of_ne hm with h | h
    · rw [Real.sign_of_neg h, Real.sign_of_pos (neg_pos.2 h), neg_neg]
    · rw [Real.sign_of_pos h, Real.sign_of_neg (neg_lt_zero.2 h)]
  rw [(integral_radialFlux hm hB).2.1, (integral_radialFlux (neg_ne_zero.2 hm) hB).2.1, hs]
  ring

end

end RegularisedDirac
```

```lean
#print axioms RegularisedDirac.radius_mul_fluxDensity
#print axioms RegularisedDirac.integral_radialFlux
#print axioms RegularisedDirac.flux_ne_zero_iff
#print axioms RegularisedDirac.flux_mass_inversion
```

```
'RegularisedDirac.radius_mul_fluxDensity' depends on axioms: [propext, Classical.choice, Quot.sound]
'RegularisedDirac.integral_radialFlux' depends on axioms: [propext, Classical.choice, Quot.sound]
'RegularisedDirac.flux_ne_zero_iff' depends on axioms: [propext, Classical.choice, Quot.sound]
'RegularisedDirac.flux_mass_inversion' depends on axioms: [propext, Classical.choice, Quot.sound]
```

## How the proof follows the calculation

- **From the plane to the radius.** In `radius_mul_fluxDensity`, `hx` and `hy` are the two tangent vectors, computed component by component. `h1` is the triple product and `h2` is $|d|^2$. The identity $\sin^2\theta+\cos^2\theta=1$ then removes the angle.
- **The derivative of the cosine.** `energy_pos` supplies the nonzero denominator. `hasDerivAt_cosPolar` applies the quotient rule, with `hM` for $M'$ and `hE` for $E'$, puts everything over $E^3$, and replaces $E^2$ by its definition.
- **The two endpoints.** `cosPolar_zero` evaluates $c(0)$. `cosPolar_dual` proves the inversion identity for any `k` and `u` with `k * u = 1`. `tendsto_cosPolar` combines it with continuity at the origin of the model with $m$ and $B$ exchanged, a step that uses `B ≠ 0`.
- **The integral.** In `integral_radialFlux`, `hd` says that $-c/2$ is an antiderivative of $f$, and `hl` gives its limit. `hbig` is the estimate beyond $a$. `htail` treats negative and positive $B$ separately, using the theorem that a derivative of constant sign is integrable when its antiderivative has a limit. `hint` joins the tail to the bounded interval, the fundamental theorem gives the value, and four sign cases give the integers $-1,0,0,1$.

The two consequences substitute this value and compare signs.
